# Permutation-symmetric operators on N particles are linear combinations of Kronecker powers

## Diagonalising one block at a time

In a spin-free full configuration-interaction calculation by the unitary group approach, one can choose a space W of N-electron orbital functions that is closed under transformations of the n orbitals. The Hamiltonian is diagonalised inside W, and no matrix elements between W and its orthogonal complement are computed. This is legitimate if the Hamiltonian maps W into itself: being Hermitian, it then also preserves the complement.

For a finite orbital set and a Hamiltonian without spin terms,

H = Σ_i h₁(i) + Σ_{i<j} h₂(i,j),

every electron has the same one-body operator h₁ and every pair the same symmetric interaction h₂. Hence H commutes with every permutation of the particles. What remains to be shown is that such an operator preserves every space that is stable under the simultaneous transformations A⊗…⊗A.

## Configurations, permutations and the two theorems

A configuration is a function f that assigns an orbital f(k) to each particle slot k. In Lean it has type `Fin N → Fin n`, with slots and orbitals counted from 0. An operator is a complex matrix M(f,g) indexed by configurations. Spin is not included: these are orbital functions only, with no antisymmetry imposed. N and n are arbitrary natural numbers.

- `slotPerm n σ` is the permutation operator P_σ, which sends the basis state g to g∘σ. Many textbooks use g∘σ⁻¹; since all σ occur in the condition, the choice has no effect on it.
- `tensorPower N A` is T(A) = A⊗…⊗A, with entries ∏_k A(f(k),g(k)).
- `symProd A` takes N matrices A_0, …, A_{N−1} and sums their products over all assignments to slots. We write it S(A_0,…,A_{N−1}). It is unnormalised; the average over permutations is S/N!.

The theorem `commute_slotPerm_iff_mem_span` says that M commutes with all P_σ if and only if M lies in the complex linear span of the matrices T(A), where A runs over all n×n matrices. This is the step in Schur–Weyl duality that identifies the operators commuting with all permutations with the span of the Kronecker powers; the decomposition into paired irreducible representations needs further argument.

The theorem `symmetric_operator_preserves` concerns a linear subspace `W` of N-particle vectors. If every T(A) maps `W` into itself, so does every M that commutes with all P_σ.

Its hypothesis `hW` asks for stability under all matrices A, including singular ones, whereas the unitary group approach starts from unitary A. The bridge is that the component of T(A)x along a vector orthogonal to W is a polynomial in the entries of A, and a polynomial that vanishes on all unitary matrices vanishes everywhere. That bridge is an argument added here, separate from the Lean proof.

## From commutation to Kronecker powers

**Commutation in matrix elements.** Since σ is invertible, two configurations satisfy f∘σ = f′∘σ only for f′ = f. Hence

(P_σ M)(f∘σ, g) = M(f,g),  (M P_σ)(f∘σ, g) = M(f∘σ, g∘σ).

Every configuration has the form f∘σ, so M commutes with P_σ exactly when M(f∘σ, g∘σ) = M(f,g) for all f and g.

**A sum over signs.** Let each ε_l be +1 or −1, let h map slots to labels, and let m_l be the number of slots k with h(k) = l. Then

Σ_ε (∏_l ε_l) ∏_k ε_{h(k)} = ∏_l Σ_{ε=±1} ε^{1+m_l}.

If h is bijective, every m_l is 1, each factor is 2, and the result is 2^N. Otherwise h misses some label, because its domain and target are finite and of equal size. That label has m_l = 0 and contributes the factor 1 − 1 = 0.

**Polarization.** For numbers a_{lk}, expanding the product gives

Σ_ε (∏_l ε_l) ∏_k Σ_l ε_l a_{lk}
= Σ_h [Σ_ε (∏_l ε_l) ∏_k ε_{h(k)}] ∏_k a_{h(k),k}
= 2^N Σ_σ ∏_k a_{k,σ(k)}.

In the last line only bijective h survive, and h = σ⁻¹. Setting a_{lk} = A_l(u(k),v(k)) for configurations u and v yields

S(A_0,…,A_{N−1}) = 2^(−N) Σ_ε (∏_l ε_l) T(Σ_l ε_l A_l).

**Expansion of M.** Let E_{pq} be the matrix with a single 1 at position (p,q). Then

S(E_{f(0)g(0)}, …)(u,v) = Σ_σ [f = u∘σ][g = v∘σ],

where a bracket is 1 if its condition is true and 0 otherwise. Multiplying by M(f,g) and summing over f and g gives Σ_σ M(u∘σ, v∘σ), which is N! M(u,v) when M commutes with every P_σ. Therefore

M = (1/N!) Σ_{f,g} M(f,g) S(E_{f(0)g(0)}, …),

and polarization turns each S into Kronecker powers.

**The converse and the subspace.** Permuting both configurations only reorders the factors of T(A)(f,g), so T(A) commutes with every P_σ, and so do linear combinations. Finally, if M = Σ_j c_j T(A_j) and x is in W, then Mx = Σ_j c_j T(A_j)x is in W.

## Two particles with orbital energies +1 and −1

Take N = n = 2, A_0 = 1 and A_1 = Z = diag(1,−1). In the order 00, 01, 10, 11, the total one-body energy is

S(1,Z) = 1⊗Z + Z⊗1 = diag(2,0,0,−2).

The four sign choices pair up, because T(−A) = T(A) for N = 2:

S(1,Z) = ½[T(1+Z) − T(1−Z)]
= ½[diag(4,0,0,0) − diag(0,0,0,4)]
= diag(2,0,0,−2).

Suppose the prefactor ∏_l ε_l is omitted. The minus sign then becomes a plus, and the result is diag(2,0,0,2) = 1⊗1 + Z⊗Z: the repeated labels survive and the wanted mixed terms cancel.

## The Lean source

```lean
import Mathlib

open Finset Matrix

namespace UnitaryGroupApproach

noncomputable section

variable {N n : ℕ}

/-- The operator that permutes the `N` particle slots: it sends the basis state with
orbital configuration `g` to the one with configuration `g ∘ σ`. -/
def slotPerm (n : ℕ) (σ : Equiv.Perm (Fin N)) :
    Matrix (Fin N → Fin n) (Fin N → Fin n) ℂ :=
  Matrix.of fun f g => if f = g ∘ σ then 1 else 0

/-- The `N`-fold Kronecker power `A ⊗ ⋯ ⊗ A`: the same one-particle matrix acts on every slot. -/
def tensorPower (N : ℕ) (A : Matrix (Fin n) (Fin n) ℂ) :
    Matrix (Fin N → Fin n) (Fin N → Fin n) ℂ :=
  Matrix.of fun f g => ∏ k, A (f k) (g k)

/-- The symmetrized product of `N` one-particle matrices: the sum over all ways of
distributing them over the `N` slots. -/
def symProd (A : Fin N → Matrix (Fin n) (Fin n) ℂ) :
    Matrix (Fin N → Fin n) (Fin N → Fin n) ℂ :=
  Matrix.of fun f g => ∑ σ : Equiv.Perm (Fin N), ∏ k, A k (f (σ k)) (g (σ k))

/-- The sign `+1` or `-1` attached to a two-valued label. -/
def sgn (b : Bool) : ℂ := if b then 1 else -1

/-- An operator commutes with a slot permutation exactly when its matrix elements are unchanged
if both configurations are permuted. -/
theorem commute_slotPerm_iff (σ : Equiv.Perm (Fin N))
    (M : Matrix (Fin N → Fin n) (Fin N → Fin n) ℂ) :
    Commute (slotPerm n σ) M ↔ ∀ f g, M (f ∘ σ) (g ∘ σ) = M f g := by
  have e : ∀ f h : Fin N → Fin n, f ∘ σ = h ∘ σ ↔ f = h := fun f h =>
    ⟨fun H => by funext k; simpa using congrFun H (σ.symm k), fun H => by rw [H]⟩
  have h1 : ∀ f g, (slotPerm n σ * M) (f ∘ σ) g = M f g := fun f g => by
    simp only [Matrix.mul_apply, slotPerm, Matrix.of_apply, e, ite_mul, one_mul, zero_mul,
      Finset.sum_ite_eq, Finset.mem_univ, if_true]
  have h2 : ∀ f g, (M * slotPerm n σ) f g = M f (g ∘ σ) := fun f g => by
    simp only [Matrix.mul_apply, slotPerm, Matrix.of_apply, mul_ite, mul_one, mul_zero,
      Finset.sum_ite_eq', Finset.mem_univ, if_true]
  constructor
  · intro H f g
    rw [← h2, ← H.eq, h1]
  · intro H
    show slotPerm n σ * M = M * slotPerm n σ
    ext f g
    have hf : f = (f ∘ σ.symm) ∘ σ := by funext k; simp
    rw [hf, h1, h2, H]

/-- A product of sums is the sum over all choices of one term from each factor. -/
theorem prod_sum_eq {κ : Type} [Fintype κ] (F : Fin N → κ → ℂ) :
    ∏ i, ∑ j, F i j = ∑ x : Fin N → κ, ∏ i, F i (x i) := by
  rw [Finset.prod_univ_sum, Fintype.piFinset_univ]

/-- The sum over all sign choices of the product of all signs times the product of the signs at the
labels `h k` is `2 ^ N` if `h` is bijective and `0` otherwise. -/
theorem sign_sum (h : Fin N → Fin N) :
    ∑ ε : Fin N → Bool, (∏ l, sgn (ε l)) * ∏ k, sgn (ε (h k)) =
      if Function.Bijective h then 2 ^ N else 0 := by
  by_cases hb : Function.Bijective h
  · -- every sign occurs twice
    have hs : ∀ b, sgn b * sgn b = 1 := by intro b; cases b <;> simp [sgn]
    have h1 : ∀ ε : Fin N → Bool, (∏ l, sgn (ε l)) * ∏ k, sgn (ε (h k)) = 1 := fun ε => by
      rw [hb.prod_comp (fun l => sgn (ε l)), ← Finset.prod_mul_distrib]
      exact Finset.prod_eq_one fun l _ => hs _
    rw [if_pos hb, Finset.sum_congr rfl fun ε _ => h1 ε]
    simp
  · -- some label is missed, and its sign sums to zero
    have hs : ¬ Function.Surjective h := fun H =>
      hb ⟨Finite.injective_iff_surjective.2 H, H⟩
    obtain ⟨l₀, hl⟩ : ∃ l, ∀ k, h k ≠ l := by
      by_contra H
      push Not at H
      exact hs H
    rw [if_neg hb]
    calc _ = ∑ ε : Fin N → Bool, ∏ l, (sgn (ε l) * ∏ k with h k = l, sgn (ε l)) := by
          refine Finset.sum_congr rfl fun ε _ => ?_
          rw [Finset.prod_mul_distrib]
          congr 1
          refine (Finset.prod_fiberwise Finset.univ h _).symm.trans ?_
          refine Finset.prod_congr rfl fun l _ => Finset.prod_congr rfl fun k hk => ?_
          rw [(Finset.mem_filter.1 hk).2]
      _ = ∏ l, ∑ b, (sgn b * ∏ k with h k = l, sgn b) :=
          (prod_sum_eq (fun l b => sgn b * ∏ k with h k = l, sgn b)).symm
      _ = 0 := Finset.prod_eq_zero (Finset.mem_univ l₀) (by simp [hl, sgn])

/-- Polarization for numbers: a signed sum of products of linear forms is `2 ^ N` times
the sum over permutations. -/
theorem polarization_scalar (a : Fin N → Fin N → ℂ) :
    ∑ ε : Fin N → Bool, (∏ l, sgn (ε l)) * ∏ k, ∑ l, sgn (ε l) * a l k =
      2 ^ N * ∑ σ : Equiv.Perm (Fin N), ∏ k, a k (σ k) := by
  calc _ = ∑ h : Fin N → Fin N, (∑ ε : Fin N → Bool,
          (∏ l, sgn (ε l)) * ∏ k, sgn (ε (h k))) * ∏ k, a (h k) k := by
        simp_rw [Finset.sum_mul]
        rw [Finset.sum_comm]
        refine Finset.sum_congr rfl fun ε _ => ?_
        rw [prod_sum_eq, Finset.mul_sum]
        refine Finset.sum_congr rfl fun h _ => ?_
        rw [Finset.prod_mul_distrib, ← mul_assoc]
    _ = ∑ h : Fin N → Fin N,
          (if Function.Bijective h then 2 ^ N else 0) * ∏ k, a (h k) k :=
        Finset.sum_congr rfl fun h _ => by rw [sign_sum]
    _ = _ := by
        simp_rw [ite_mul, zero_mul]
        rw [← Finset.sum_filter, ← Finset.mul_sum]
        congr 1
        symm
        -- the bijective assignments are the inverses of the permutations
        refine Finset.sum_bij (fun σ _ => ⇑σ.symm) ?_ ?_ ?_ ?_
        · intro σ _
          exact Finset.mem_filter.2 ⟨Finset.mem_univ _, σ.symm.bijective⟩
        · intro σ _ τ _ H
          exact Equiv.symm_bijective.injective (DFunLike.coe_injective H)
        · intro h hh
          exact ⟨(Equiv.ofBijective h (Finset.mem_filter.1 hh).2).symm, Finset.mem_univ _, rfl⟩
        · intro σ _
          rw [← Equiv.prod_comp σ (fun k => a (σ.symm k) k)]
          simp

/-- Polarization for operators: the symmetrized product of `N` one-particle matrices is an
explicit signed combination of Kronecker powers. -/
theorem symProd_eq_polarization (A : Fin N → Matrix (Fin n) (Fin n) ℂ) :
    symProd A = ((2 : ℂ) ^ N)⁻¹ • ∑ ε : Fin N → Bool,
      (∏ l, sgn (ε l)) • tensorPower N (∑ l, sgn (ε l) • A l) := by
  ext u v
  simp only [Matrix.smul_apply, Matrix.sum_apply, smul_eq_mul, symProd, tensorPower,
    Matrix.of_apply]
  rw [polarization_scalar (fun l k => A l (u k) (v k)),
    inv_mul_cancel_left₀ (pow_ne_zero N two_ne_zero)]

/-- A permutation-symmetric operator is the average over permutations of its expansion in
matrix units. -/
theorem eq_sum_symProd (M : Matrix (Fin N → Fin n) (Fin N → Fin n) ℂ)
    (hM : ∀ σ : Equiv.Perm (Fin N), Commute (slotPerm n σ) M) :
    M = (N.factorial : ℂ)⁻¹ • ∑ f, ∑ g,
      M f g • symProd (fun k => Matrix.single (f k) (g k) (1 : ℂ)) := by
  have pick : ∀ a b, ∑ f, ∑ g, M f g * (if f = a ∧ g = b then 1 else 0) = M a b := by
    intro a b
    rw [Finset.sum_eq_single a, Finset.sum_eq_single b] <;> simp +contextual
  ext u v
  -- a product of matrix units singles out one pair of configurations
  have unit : ∀ (f g : Fin N → Fin n) (σ : Equiv.Perm (Fin N)),
      ∏ k, Matrix.single (f k) (g k) (1 : ℂ) (u (σ k)) (v (σ k)) =
        if f = u ∘ σ ∧ g = v ∘ σ then 1 else 0 := by
    intro f g σ
    split_ifs with h
    · obtain ⟨rfl, rfl⟩ := h
      simp
    · obtain ⟨k, hk⟩ : ∃ k, ¬ (f k = u (σ k) ∧ g k = v (σ k)) := by
        by_contra H
        have H' := fun k => not_not.1 (not_exists.1 H k)
        exact h ⟨funext fun k => (H' k).1, funext fun k => (H' k).2⟩
      exact Finset.prod_eq_zero (Finset.mem_univ k) (by rw [Matrix.single_apply, if_neg hk])
  have swap : ∑ σ : Equiv.Perm (Fin N), ∑ f, ∑ g,
      M f g * (if f = u ∘ σ ∧ g = v ∘ σ then 1 else 0) =
      ∑ f, ∑ g, M f g * ∑ σ : Equiv.Perm (Fin N),
        (if f = u ∘ σ ∧ g = v ∘ σ then 1 else 0) := by
    rw [Finset.sum_comm]
    refine Finset.sum_congr rfl fun f _ => ?_
    rw [Finset.sum_comm]
    exact Finset.sum_congr rfl fun g _ => (Finset.mul_sum _ _ _).symm
  simp only [Matrix.smul_apply, Matrix.sum_apply, smul_eq_mul, symProd, Matrix.of_apply, unit]
  -- by symmetry every permutation contributes the same matrix element
  have avg : ∀ σ : Equiv.Perm (Fin N), ∑ f, ∑ g,
      M f g * (if f = u ∘ σ ∧ g = v ∘ σ then 1 else 0) = M u v := fun σ =>
    (pick (u ∘ σ) (v ∘ σ)).trans ((commute_slotPerm_iff σ M).1 (hM σ) u v)
  rw [← swap, Finset.sum_congr rfl fun (σ : Equiv.Perm (Fin N)) _ => avg σ]
  rw [Finset.sum_const, Finset.card_univ, Fintype.card_perm, Fintype.card_fin, nsmul_eq_mul,
    inv_mul_cancel_left₀ (Nat.cast_ne_zero.2 N.factorial_ne_zero)]

/-- An operator on `N` particles with `n` orbitals commutes with all slot permutations if and
only if it is a linear combination of Kronecker powers `A ⊗ ⋯ ⊗ A`. -/
theorem commute_slotPerm_iff_mem_span (M : Matrix (Fin N → Fin n) (Fin N → Fin n) ℂ) :
    (∀ σ : Equiv.Perm (Fin N), Commute (slotPerm n σ) M) ↔
      M ∈ Submodule.span ℂ (Set.range (tensorPower (n := n) N)) := by
  constructor
  · intro hM
    rw [eq_sum_symProd M hM]
    refine Submodule.smul_mem _ _ (Submodule.sum_mem _ fun f _ =>
      Submodule.sum_mem _ fun g _ => Submodule.smul_mem _ _ ?_)
    rw [symProd_eq_polarization]
    exact Submodule.smul_mem _ _ (Submodule.sum_mem _ fun ε _ =>
      Submodule.smul_mem _ _ (Submodule.subset_span ⟨_, rfl⟩))
  · intro hM σ
    induction hM using Submodule.span_induction with
    | mem X hX =>
      obtain ⟨A, rfl⟩ := hX
      exact (commute_slotPerm_iff σ _).2 fun f g =>
        Equiv.prod_comp σ (fun k => A (f k) (g k))
    | zero => exact Commute.zero_right _
    | add X Y _ _ hX hY => exact hX.add_right hY
    | smul c X _ hX => exact hX.smul_right c

/-- A subspace of `N`-particle states that is stable under all Kronecker powers `A ⊗ ⋯ ⊗ A` is
stable under every operator that commutes with the slot permutations. -/
theorem symmetric_operator_preserves (W : Submodule ℂ ((Fin N → Fin n) → ℂ))
    (hW : ∀ A : Matrix (Fin n) (Fin n) ℂ, ∀ x ∈ W, tensorPower N A *ᵥ x ∈ W)
    (M : Matrix (Fin N → Fin n) (Fin N → Fin n) ℂ)
    (hM : ∀ σ : Equiv.Perm (Fin N), Commute (slotPerm n σ) M) :
    ∀ x ∈ W, M *ᵥ x ∈ W := by
  intro x hx
  have hspan := (commute_slotPerm_iff_mem_span M).1 hM
  clear hM
  induction hspan using Submodule.span_induction with
  | mem X hX =>
    obtain ⟨A, rfl⟩ := hX
    exact hW A x hx
  | zero => rw [Matrix.zero_mulVec]; exact W.zero_mem
  | add X Y _ _ hX hY => rw [Matrix.add_mulVec]; exact W.add_mem hX hY
  | smul c X _ hX =>
    have hc : (c • X) *ᵥ x = c • (X *ᵥ x) := by
      ext i
      simp [Matrix.mulVec, dotProduct, Finset.mul_sum, mul_assoc]
    rw [hc]
    exact W.smul_mem c hX

end

end UnitaryGroupApproach
```

```lean
#print axioms UnitaryGroupApproach.symmetric_operator_preserves
```

```
'UnitaryGroupApproach.symmetric_operator_preserves' depends on axioms: [propext, Classical.choice, Quot.sound]
```

## How the lemmas carry the argument

`commute_slotPerm_iff` is the criterion in matrix elements. Its local facts `h1` and `h2` evaluate the two matrix products, and the backward direction writes f as `(f ∘ σ.symm) ∘ σ`.

In `sign_sum`, the signs are labels in `Bool`, converted to numbers by `sgn`. For bijective `h`, `hb.prod_comp` reorders the second product so that every sign is squared. Otherwise `Finset.prod_fiberwise` groups slots by label, `prod_sum_eq` factorises the sum, and the missed label `l₀` supplies the zero factor.

`polarization_scalar` expands with `prod_sum_eq`, exchanges the sums with `Finset.sum_comm` and inserts `sign_sum`. `Finset.sum_bij` then matches each permutation σ with the bijective map σ⁻¹. `symProd_eq_polarization` applies this identity entry by entry and divides by 2^N.

In `eq_sum_symProd`, `unit` evaluates the product of matrix units, `pick` extracts one matrix element from the double sum, and `swap` moves the permutation sum outside. The symmetry of M enters in `avg`, which shows that each permutation contributes M(u,v); counting permutations gives N!.

The forward half of `commute_slotPerm_iff_mem_span` combines these two expansions using closure of the span under sums and multiples. The reverse half uses `Submodule.span_induction`: it checks the Kronecker powers, then zero, sums and scalar multiples. `symmetric_operator_preserves` runs the same induction on the action of M on a vector, with `hW` handling the Kronecker powers.
